# Four-operator Wick factorization from an idempotent one-body density matrix of a pure state

Let $\Psi$ be a unit vector describing finitely many fermionic modes, with annihilators $a_p$ and creators $a_p^\dagger$, and let

$$\gamma_{pq}=\langle\Psi,a_p^\dagger a_q\Psi\rangle .$$

If $\gamma^2=\gamma$, then for all $p,q,r,s$

$$\langle a_p^\dagger a_r^\dagger a_s a_q\rangle=\gamma_{pq}\gamma_{rs}-\gamma_{ps}\gamma_{rq}.$$

Moreover, $\gamma^2=\gamma$ holds exactly when this factorization holds and $\Psi$ is an eigenvector of the particle number $N=\sum_p a_p^\dagger a_p$.

The physical question is when one-body data fix the two-body averages that enter an interaction energy. Since $\gamma$ is Hermitian, idempotency means that its eigenvalues, the occupations of the natural spin orbitals, are all 0 or 1. In electronic structure, with a finite set of orthonormal spin orbitals as the modes, the factorization reduces the interaction energy of such a state to the direct and exchange terms of Hartree–Fock theory. It is the four-operator, number-conserving case of Wick's theorem; longer products and averages such as $\langle a_pa_q\rangle$ are left aside.

## Two vectors that vanish

The canonical anticommutation relations (CAR) are $\{a_p,a_q\}=0$ and $\{a_p,a_q^\dagger\}=\delta_{pq}$. The inner product is conjugate-linear in its first argument.

Put $u_q=a_q\Psi-\sum_t\gamma_{tq}a_t\Psi$. Because $\langle a_r\Psi,a_t\Psi\rangle=\gamma_{rt}$,

$$\langle a_r\Psi,u_q\rangle=\gamma_{rq}-\sum_t\gamma_{rt}\gamma_{tq}=0 .$$

The vector $u_q$ is itself a combination of the $a_r\Psi$, so $\langle u_q,u_q\rangle=0$ and

$$a_q\Psi=\sum_t\gamma_{tq}a_t\Psi. \tag{1}$$

Next put $w_q=\sum_t\gamma_{qt}a_t^\dagger\Psi$. The CAR and $\|\Psi\|=1$ give $\langle a_r^\dagger\Psi,a_t^\dagger\Psi\rangle=\delta_{rt}-\gamma_{tr}$, hence

$$\langle a_r^\dagger\Psi,w_q\rangle=\gamma_{qr}-\sum_t\gamma_{qt}\gamma_{tr}=0 ,$$

and by the same argument

$$\sum_t\gamma_{qt}a_t^\dagger\Psi=0. \tag{2}$$

## From the vanishing vectors to the factorization

Moving $a_t$ to the far left takes three anticommutations:

$$\begin{aligned}
a_p^\dagger a_r^\dagger a_s a_t&=-a_p^\dagger a_r^\dagger a_t a_s\\
&=-\delta_{tr}a_p^\dagger a_s+a_p^\dagger a_t a_r^\dagger a_s\\
&=\delta_{tp}a_r^\dagger a_s-\delta_{tr}a_p^\dagger a_s-a_t a_p^\dagger a_r^\dagger a_s .
\end{aligned}$$

Insert (1) for $a_q\Psi$ in the four-operator average and apply this identity to each term:

$$\langle a_p^\dagger a_r^\dagger a_s a_q\rangle=\gamma_{pq}\gamma_{rs}-\gamma_{rq}\gamma_{ps}-\sum_t\gamma_{tq}\langle a_t a_p^\dagger a_r^\dagger a_s\rangle .$$

Since $\gamma_{tq}=\overline{\gamma_{qt}}$, the last sum is $\langle w_q,a_p^\dagger a_r^\dagger a_s\Psi\rangle$, which is zero by (2).

## Particle number and the converse

Equations (1) and (2) also give

$$N\Psi=\sum_{q,t}\gamma_{tq}a_q^\dagger a_t\Psi=\sum_{q,t}\gamma_{tq}(\delta_{tq}-a_ta_q^\dagger)\Psi=(\operatorname{tr}\gamma)\Psi .$$

Conversely, assume the factorization and $N\Psi=n\Psi$. Then $\operatorname{tr}\gamma=n$, and the CAR give $Na_q\Psi=a_q(N-1)\Psi=(n-1)a_q\Psi$. Setting $s=r$ in the factorization and summing over $r$ yields

$$(n-1)\gamma_{pq}=n\gamma_{pq}-(\gamma^2)_{pq},$$

so $\gamma^2=\gamma$.

## Neither condition suffices alone

Sharp particle number alone does not give idempotency, and by the equivalence the factorization of a sharp-number state with non-idempotent $\gamma$ always fails for some indices. Take four modes and $\Psi=(|1100\rangle+|0011\rangle)/\sqrt2$. Then $\gamma_{pq}=\tfrac12\delta_{pq}$ and $\langle a_1^\dagger a_2^\dagger a_2a_1\rangle=\tfrac12$, while the factorized expression gives $\tfrac14$.

In the converse, factorization alone does not give idempotency. For one mode and $\Psi=(|0\rangle+|1\rangle)/\sqrt2$, both sides of the factorization are zero, yet $\gamma=\tfrac12$. This vector is a mathematical example only: it superposes even and odd fermion numbers, which the parity superselection rule forbids for a physical state. Neither state appears in the Lean code.

## Modes, density matrix and number operator in Lean

The finite type `ι` labels the modes, and `E` is a complex inner-product space.

```lean
import Mathlib

open scoped InnerProductSpace

namespace IdempotentWick

noncomputable section

variable {ι E : Type*} [Fintype ι] [DecidableEq ι]
  [NormedAddCommGroup E] [InnerProductSpace ℂ E]
```

The creator $a_p^\dagger$ is written `c p`. The structure `IsCAR` contains the adjoint relation and two anticommutators; the one for two creators follows by taking adjoints. Neither a vacuum vector nor irreducibility is assumed, so `E` may carry further degrees of freedom.

```lean
/-- Fermionic modes: `c p` is the adjoint of the annihilator `a p`, and the canonical
anticommutation relations hold. -/
structure IsCAR (a c : ι → E →ₗ[ℂ] E) : Prop where
  adj : ∀ p x y, ⟪c p x, y⟫_ℂ = ⟪x, a p y⟫_ℂ
  anti : ∀ p q x, a p (a q x) + a q (a p x) = 0
  mixed : ∀ p q x, a p (c q x) + c q (a p x) = (if p = q then (1 : ℂ) else 0) • x
```

The matrix `rdm a c Ψ` is $\gamma$ with the creator index first. Some texts use the transpose.

```lean
/-- The one-body density matrix `γ p q = ⟨Ψ, a_p† a_q Ψ⟩`. -/
def rdm (a c : ι → E →ₗ[ℂ] E) (Ψ : E) : Matrix ι ι ℂ :=
  Matrix.of fun p q => ⟪Ψ, c p (a q Ψ)⟫_ℂ
```

The operator `numberOp a c` counts particles in the listed modes only. For electrons, the modes are a finite orthonormal set of spin orbitals; the full, infinite-dimensional one-particle space is not treated here.

```lean
/-- The particle-number operator `N = ∑ a_p† a_p`. -/
def numberOp (a c : ι → E →ₗ[ℂ] E) : E →ₗ[ℂ] E := ∑ p, c p ∘ₗ a p
```

## Adjoints and reordering

The first lemma is the adjoint relation read from the other side, obtained by complex conjugation.

```lean
variable {a c : ι → E →ₗ[ℂ] E} {Ψ : E}

omit [Fintype ι] in
/-- For CAR modes, an annihilator moves to the other side of an inner product as the
creator of the same mode. -/
theorem IsCAR.adj' (h : IsCAR a c) (p : ι) (x y : E) :
    ⟪a p x, y⟫_ℂ = ⟪x, c p y⟫_ℂ := by
  rw [← inner_conj_symm, ← h.adj p y x, inner_conj_symm]
```

The second is the reordering identity, applied to an arbitrary vector `x`. Its rewrites use `anti` once and `mixed` twice, in the order of the calculation above, and `abel` collects the terms.

```lean
omit [Fintype ι] in
/-- For CAR modes, moving the rightmost annihilator of `a_p† a_r† a_s a_t` to the far left
leaves two contraction terms. -/
theorem IsCAR.reorder (h : IsCAR a c) (p r s t : ι) (x : E) :
    c p (c r (a s (a t x))) = (if t = p then (1 : ℂ) else 0) • c r (a s x)
      - (if t = r then (1 : ℂ) else 0) • c p (a s x) - a t (c p (c r (a s x))) := by
  rw [eq_neg_of_add_eq_zero_left (h.anti s t x), map_neg, map_neg,
    eq_sub_of_add_eq' (h.mixed t r (a s x)), map_sub, map_smul,
    eq_sub_of_add_eq' (h.mixed t p (c r (a s x)))]
  abel
```

## The projected vectors

Equation (1) is `annihilate_projected`. The inner claim `orth` is the orthogonality to every $a_r\Psi$, with `e` the $(r,q)$ entry of $\gamma^2=\gamma$ and `g` the identification of the overlaps with $\gamma$. The remaining lines expand $\langle u_q,u_q\rangle$ and find that every term vanishes.

```lean
/-- For CAR modes and idempotent `γ`, the vector `a_q Ψ` is the sum of the `a_t Ψ` weighted by
column `q` of `γ`: `a_q Ψ = ∑ γ_tq a_t Ψ`. -/
theorem annihilate_projected (h : IsCAR a c)
    (hγ : rdm a c Ψ * rdm a c Ψ = rdm a c Ψ) (q : ι) :
    a q Ψ = ∑ t, rdm a c Ψ t q • a t Ψ := by
  -- the difference is orthogonal to every `a r Ψ`, hence to itself
  have orth : ∀ r, ⟪a r Ψ, a q Ψ - ∑ t, rdm a c Ψ t q • a t Ψ⟫_ℂ = 0 := by
    intro r
    have e := congrFun (congrFun hγ r) q
    rw [Matrix.mul_apply] at e
    have g : ∀ t, ⟪a r Ψ, a t Ψ⟫_ℂ = rdm a c Ψ r t := fun t => h.adj' r _ _
    rw [inner_sub_right, inner_sum, g, ← e, sub_eq_zero]
    refine Finset.sum_congr rfl fun t _ => ?_
    rw [inner_smul_right, g]
    ring
  rw [← sub_eq_zero, ← inner_self_eq_zero (𝕜 := ℂ), inner_sub_left, sum_inner, orth,
    zero_sub, neg_eq_zero]
  exact Finset.sum_eq_zero fun t _ => by rw [inner_smul_left, orth, mul_zero]
```

Equation (2) is `create_projected`. Here `g` is the overlap $\delta_{rt}-\gamma_{tr}$, and this is where the norm hypothesis `hΨ` enters.

```lean
/-- For CAR modes, a unit vector `Ψ` and idempotent `γ`, the sum of the creators weighted by row `q`
of `γ` sends `Ψ` to zero: `∑ γ_qt a_t† Ψ = 0`. -/
theorem create_projected (h : IsCAR a c) (hΨ : ‖Ψ‖ = 1)
    (hγ : rdm a c Ψ * rdm a c Ψ = rdm a c Ψ) (q : ι) :
    ∑ t, rdm a c Ψ q t • c t Ψ = 0 := by
  have orth : ∀ r, ⟪c r Ψ, ∑ t, rdm a c Ψ q t • c t Ψ⟫_ℂ = 0 := by
    intro r
    have e := congrFun (congrFun hγ q) r
    rw [Matrix.mul_apply] at e
    have g : ∀ t, ⟪c r Ψ, c t Ψ⟫_ℂ = (if r = t then 1 else 0) - rdm a c Ψ t r := by
      intro t
      rw [h.adj, eq_sub_of_add_eq (h.mixed r t Ψ), inner_sub_right, inner_smul_right,
        inner_self_eq_norm_sq_to_K, hΨ]
      simp [rdm]
    rw [inner_sum]
    simp only [inner_smul_right, g, mul_sub, Finset.sum_sub_distrib, mul_ite, mul_one,
      mul_zero, Finset.sum_ite_eq, Finset.mem_univ, if_true]
    rw [e, sub_self]
  rw [← inner_self_eq_zero (𝕜 := ℂ), sum_inner]
  exact Finset.sum_eq_zero fun t _ => by rw [inner_smul_left, orth, mul_zero]
```

## The factorization theorem

The theorem `wick_of_idempotent` says that, for CAR modes, a unit vector and idempotent $\gamma$, the factorization holds for every choice of the four indices. In its proof, `herm` is the Hermiticity of $\gamma$, and `z` pairs (2) with $a_p^\dagger a_r^\dagger a_s\Psi$ to remove the reordered term. The `calc` chain then inserts (1), applies `reorder` under the sum, and evaluates the Kronecker deltas.

```lean
/-- For CAR modes and a unit vector `Ψ`, an idempotent one-body density matrix forces
`⟨a_p† a_r† a_s a_q⟩ = γ_pq γ_rs - γ_ps γ_rq`. -/
theorem wick_of_idempotent (h : IsCAR a c) (hΨ : ‖Ψ‖ = 1)
    (hγ : rdm a c Ψ * rdm a c Ψ = rdm a c Ψ) (p q r s : ι) :
    ⟪Ψ, c p (c r (a s (a q Ψ)))⟫_ℂ =
      rdm a c Ψ p q * rdm a c Ψ r s - rdm a c Ψ p s * rdm a c Ψ r q := by
  have herm : ∀ t, starRingEnd ℂ (rdm a c Ψ q t) = rdm a c Ψ t q := by
    intro t
    simp only [rdm, Matrix.of_apply]
    rw [inner_conj_symm, h.adj, h.adj']
  -- the fully reordered term is an inner product with `∑ γ_qt a_t† Ψ`, which is zero
  have z : ∑ t, rdm a c Ψ t q * ⟪Ψ, a t (c p (c r (a s Ψ)))⟫_ℂ = 0 := by
    have z := congrArg (fun v => ⟪v, c p (c r (a s Ψ))⟫_ℂ) (create_projected h hΨ hγ q)
    simpa only [sum_inner, inner_smul_left, inner_zero_left, h.adj, herm] using z
  calc ⟪Ψ, c p (c r (a s (a q Ψ)))⟫_ℂ
      = ∑ t, rdm a c Ψ t q * ⟪Ψ, c p (c r (a s (a t Ψ)))⟫_ℂ := by
        conv_lhs => rw [annihilate_projected h hγ q]
        simp only [map_sum, map_smul, inner_sum, inner_smul_right]
    _ = ∑ t, (rdm a c Ψ t q * (if t = p then 1 else 0) * rdm a c Ψ r s
          - rdm a c Ψ t q * (if t = r then 1 else 0) * rdm a c Ψ p s
          - rdm a c Ψ t q * ⟪Ψ, a t (c p (c r (a s Ψ)))⟫_ℂ) := by
        refine Finset.sum_congr rfl fun t _ => ?_
        rw [h.reorder, inner_sub_right, inner_sub_right, inner_smul_right, inner_smul_right]
        simp only [rdm, Matrix.of_apply]
        ring
    _ = _ := by
        simp only [Finset.sum_sub_distrib, z, mul_ite, ite_mul, mul_one, mul_zero, zero_mul,
          Finset.sum_ite_eq', Finset.mem_univ, if_true]
        ring
```

## Sharp particle number and the equivalence

The theorem `number_sharp` states $N\Psi=(\operatorname{tr}\gamma)\Psi$. Its auxiliary fact `z` is the double sum that vanishes by (2); the `calc` chain inserts (1) and anticommutes once.

```lean
/-- For CAR modes and a unit vector `Ψ` with idempotent `γ`, the particle number is sharp:
`N Ψ = (tr γ) Ψ`. -/
theorem number_sharp (h : IsCAR a c) (hΨ : ‖Ψ‖ = 1)
    (hγ : rdm a c Ψ * rdm a c Ψ = rdm a c Ψ) :
    numberOp a c Ψ = (rdm a c Ψ).trace • Ψ := by
  have z : ∑ q, ∑ t, a t (rdm a c Ψ t q • c q Ψ) = 0 := by
    rw [Finset.sum_comm]
    exact Finset.sum_eq_zero fun t _ => by
      rw [← map_sum, create_projected h hΨ hγ, map_zero]
  calc numberOp a c Ψ = ∑ q, c q (a q Ψ) := by simp [numberOp]
    _ = ∑ q, ∑ t, (rdm a c Ψ t q • ((if t = q then (1 : ℂ) else 0) • Ψ)
          - a t (rdm a c Ψ t q • c q Ψ)) := by
        refine Finset.sum_congr rfl fun q _ => ?_
        conv_lhs => rw [annihilate_projected h hγ q]
        rw [map_sum]
        refine Finset.sum_congr rfl fun t _ => ?_
        rw [map_smul, eq_sub_of_add_eq' (h.mixed t q Ψ), smul_sub, map_smul]
    _ = _ := by
        simp only [Finset.sum_sub_distrib, z, sub_zero]
        simp [Matrix.trace, Finset.sum_smul]
```

The equivalence `idempotent_iff_wick` keeps the CAR and the unit norm as hypotheses. The eigenvalue `n` is introduced as a complex number, and `tr` identifies it with the trace of $\gamma$. The forward direction combines the two preceding theorems. In the converse, `key` and `L` establish $Na_q\Psi=(n-1)a_q\Psi$, `S` is the summed four-operator average, and `linear_combination` solves the resulting equation for $\gamma^2$.

```lean
/-- For CAR modes and a unit vector `Ψ`, the density matrix is idempotent exactly when the
four-operator averages factorize and `Ψ` is an eigenvector of the particle number. -/
theorem idempotent_iff_wick (h : IsCAR a c) (hΨ : ‖Ψ‖ = 1) :
    rdm a c Ψ * rdm a c Ψ = rdm a c Ψ ↔
      (∀ p q r s, ⟪Ψ, c p (c r (a s (a q Ψ)))⟫_ℂ =
        rdm a c Ψ p q * rdm a c Ψ r s - rdm a c Ψ p s * rdm a c Ψ r q) ∧
      ∃ n : ℂ, numberOp a c Ψ = n • Ψ := by
  refine ⟨fun hγ => ⟨wick_of_idempotent h hΨ hγ, _, number_sharp h hΨ hγ⟩, ?_⟩
  rintro ⟨fact, n, hN⟩
  have hN' : ∑ r, c r (a r Ψ) = n • Ψ := by simpa [numberOp] using hN
  have tr : ∑ r, rdm a c Ψ r r = n := by
    have e := congrArg (fun v => ⟪Ψ, v⟫_ℂ) hN'
    simpa [rdm, inner_sum, inner_smul_right, inner_self_eq_norm_sq_to_K, hΨ] using e
  ext p q
  rw [Matrix.mul_apply]
  -- after one annihilation, `n - 1` particles are left
  have key : ∀ r, c r (a r (a q Ψ)) =
      a q (c r (a r Ψ)) - (if q = r then (1 : ℂ) else 0) • a r Ψ := by
    intro r
    rw [eq_neg_of_add_eq_zero_left (h.anti r q Ψ), map_neg,
      eq_sub_of_add_eq' (h.mixed q r (a r Ψ)), neg_sub]
  have L : ∑ r, c r (a r (a q Ψ)) = (n - 1) • a q Ψ := by
    rw [Finset.sum_congr rfl fun r _ => key r, Finset.sum_sub_distrib, ← map_sum, hN',
      map_smul]
    simp [sub_smul]
  have S : ∑ r, ⟪Ψ, c p (c r (a r (a q Ψ)))⟫_ℂ = (n - 1) * rdm a c Ψ p q := by
    rw [← inner_sum, ← map_sum, L, map_smul, inner_smul_right]
    rfl
  simp only [fact, Finset.sum_sub_distrib, ← Finset.mul_sum, tr] at S
  linear_combination -S
```

## A filled two-mode state

An explicit example shows that the hypotheses are satisfiable. The four coordinates of $\mathbb C^4$ are the amplitudes of $|00\rangle,|10\rangle,|01\rangle,|11\rangle$, and the modes are numbered 0 and 1. The minus sign in the second annihilator is the fermionic sign for passing an occupied first mode.

```lean
/-- Annihilators of two modes on `ℂ⁴`, in the basis `|00⟩, |10⟩, |01⟩, |11⟩`. -/
def lower (p : Fin 2) : EuclideanSpace ℂ (Fin 4) →ₗ[ℂ] EuclideanSpace ℂ (Fin 4) where
  toFun x := ![!₂[x 1, 0, x 3, 0], !₂[x 2, -x 3, 0, 0]] p
  map_add' x y := by ext i; fin_cases p <;> fin_cases i <;> simp [add_comm]
  map_smul' z x := by ext i; fin_cases p <;> fin_cases i <;> simp
```

The creators are the adjoint matrices.

```lean
/-- Creators of two modes on `ℂ⁴`, in the basis `|00⟩, |10⟩, |01⟩, |11⟩`. -/
def raise (p : Fin 2) : EuclideanSpace ℂ (Fin 4) →ₗ[ℂ] EuclideanSpace ℂ (Fin 4) where
  toFun x := ![!₂[0, x 0, 0, x 2], !₂[0, 0, x 0, -x 1]] p
  map_add' x y := by ext i; fin_cases p <;> fin_cases i <;> simp [add_comm]
  map_smul' z x := by ext i; fin_cases p <;> fin_cases i <;> simp
```

The theorem `idempotent_witness` verifies the CAR for these operators, the unit norm of $|11\rangle$, and the idempotency of its density matrix, which is the $2\times2$ identity. The proof splits into cases over modes and coordinates and computes each one.

```lean
/-- The two modes on `ℂ⁴` satisfy the CAR, and `|11⟩` is a unit vector with idempotent
one-body density matrix. -/
theorem idempotent_witness :
    IsCAR lower raise ∧ ‖(!₂[0, 0, 0, 1] : EuclideanSpace ℂ (Fin 4))‖ = 1 ∧
      rdm lower raise !₂[0, 0, 0, 1] * rdm lower raise !₂[0, 0, 0, 1] =
        rdm lower raise !₂[0, 0, 0, 1] := by
  refine ⟨⟨?_, ?_, ?_⟩, ?_, ?_⟩
  · intro p x y
    fin_cases p <;> simp [lower, raise, PiLp.inner_apply, Fin.sum_univ_four]
  · intro p q x
    ext i
    fin_cases p <;> fin_cases q <;> fin_cases i <;> simp [lower]
  · intro p q x
    ext i
    fin_cases p <;> fin_cases q <;> fin_cases i <;> simp [lower, raise]
  · rw [EuclideanSpace.norm_eq, Real.sqrt_eq_one]
    simp [Fin.sum_univ_four]
  · ext i j
    fin_cases i <;> fin_cases j <;>
      simp [Matrix.mul_apply, Fin.sum_univ_two, rdm, lower, raise, PiLp.inner_apply,
        Fin.sum_univ_four]

end

end IdempotentWick
```

```lean
#print axioms IdempotentWick.idempotent_iff_wick
-- 'IdempotentWick.idempotent_iff_wick' depends on axioms: [propext, Classical.choice, Quot.sound]
```
